# Block schedules give the extreme values of an SP2 sequence with fixed step counts, for occupations in [0, 1]

## How far can reordering the steps move an occupation?

My conventions are these. An occupation is a real number x with 0 ≤ x ≤ 1. Second-order spectral projection (SP2) uses two maps, the squaring s(x) = x², which lowers an occupation or leaves it fixed, and the fill step f(x) = 2x − x², which raises it or leaves it fixed. A schedule is a finite sequence of such steps, applied first to last, and F(x) is the result.

Suppose I know only that a schedule contains k squarings and m fill steps, and not their order. My claim is that for x in [0, 1]

    1 − (1 − x^(2^k))^(2^m)  ≤  F(x)  ≤  (1 − (1 − x)^(2^m))^(2^k),

with the left side reached by doing all squarings first and the right side by doing all fills first. For one step of each kind I can expand the polynomials and see it. For general k and m my argument is "bubble the squarings to the front", and I am not sure that it is complete. Can this be made rigorous and machine-checked, including what it says for a density matrix?

## Squarings first gives the minimum, fills first the maximum

Write w for a schedule and F_w for the map it produces. If w starts with the step a and continues with the schedule w′, then F_w(x) = F_w′(a(x)), and the empty schedule gives x back. The two envelopes are

    L(k, m, x) = 1 − (1 − x^(2^k))^(2^m)
    U(k, m, x) = (1 − (1 − x)^(2^m))^(2^k)

The claim holds for x in [0, 1] and all natural numbers k and m, zero included.

### Both steps preserve [0, 1], and the blocks have closed forms

For x in [0, 1] we have x(1 − x) ≥ 0, so 0 ≤ x² ≤ x ≤ 1. For the fill step, f(x) = x + x(1 − x) ≥ 0, and

    1 − f(x) = (1 − x)² ≥ 0.

This last identity says that f squares the hole occupation 1 − x. Repeating s a number n of times gives y ↦ y^(2^n), and repeating f gives y ↦ 1 − (1 − y)^(2^n). Composing, k squarings followed by m fills produce L(k, m, x), and m fills followed by k squarings produce U(k, m, x). These are polynomial identities, valid for every real x.

### Moving one fill past k squarings

The key inequality is

    f(x^(2^k)) ≤ f(x)^(2^k)    for x in [0, 1].

At k = 0 both sides are f(x). Assume it for k and put y = x^(2^k), which lies in [0, 1]. Exchanging one squaring with the fill costs

    (2y − y²)² − (2y² − y⁴) = 2y² − 4y³ + 2y⁴ = 2(y − y²)² ≥ 0,

so f(y²) ≤ f(y)². Since 0 ≤ f(y) ≤ f(x)^(2^k), squaring keeps the order, and f(y)² ≤ f(x)^(2^(k+1)). As y² = x^(2^(k+1)), this is the case k + 1.

### The lower envelope

Use induction on the schedule, for all x in [0, 1] at once. The empty schedule gives L(0, 0, x) = 1 − (1 − x) = x. Now let w consist of a step a and a tail w′ with k squarings and m fills. Because a(x) is again in [0, 1], the hypothesis for the tail gives F_w(x) ≥ L(k, m, a(x)).

If a = s, then (x²)^(2^k) = x^(2^(k+1)), so L(k, m, x²) = L(k + 1, m, x) exactly.

If a = f, put y = x^(2^k) and z = f(x)^(2^k). Then z ≤ 1, and the key inequality gives f(y) ≤ z, so

    0 ≤ 1 − z ≤ 1 − f(y) = (1 − y)².

Raising both sides to the power 2^m gives (1 − z)^(2^m) ≤ (1 − y)^(2^(m+1)), that is

    L(k, m + 1, x) ≤ L(k, m, f(x)).

This is your bubbling argument in a form that needs no sorting of the sequence.

### The upper envelope from particle-hole symmetry

Let a* be the other step: s* = f and f* = s. Then f(1 − x) = 1 − x² and s(1 − x) = 1 − f(x), so a*(1 − x) = 1 − a(x) in both cases. For the schedule w* with every step exchanged, induction gives

    F_w*(1 − x) = 1 − F_w(x).

If w has k squarings and m fills, w* has m squarings and k fills, and 1 − x lies in [0, 1]. The lower bound for w* reads L(m, k, 1 − x) ≤ 1 − F_w(x), and

    L(m, k, 1 − x) = 1 − (1 − (1 − x)^(2^m))^(2^k) = 1 − U(k, m, x).

Hence F_w(x) ≤ U(k, m, x).

### Eigenvectors of a matrix

Let A be a real square matrix and v a vector with A v = x v. Then A² v = x² v and (2A − A²) v = (2x − x²) v, so after each step v still satisfies an eigenvalue equation, and F_w(A) v = F_w(x) v. This holds for every real x. If x lies in [0, 1], taking the dot product with v and using v·v ≥ 0 gives

    L(k, m, x) (v·v) ≤ v·F_w(A) v ≤ U(k, m, x) (v·v).

### The Lean file

```lean
import Mathlib

open Matrix

namespace SP2ScheduleBounds

/-- The two SP2 purification steps. -/
inductive Step
  | square
  | fill
  deriving DecidableEq

open Step

/-- Action of a step on an occupation or a density matrix: `X ↦ X²` or `X ↦ 2X - X²`. -/
def Step.apply {R : Type*} [Ring R] : Step → R → R
  | square, X => X ^ 2
  | fill, X => 2 * X - X ^ 2

/-- Particle-hole partner of a step: the two steps are exchanged. -/
def Step.dual : Step → Step
  | square => fill
  | fill => square

/-- Result of a schedule of steps, the head of the list being applied first. -/
def run {R : Type*} [Ring R] : List Step → R → R
  | [], X => X
  | a :: w, X => run w (a.apply X)

/-- The lower envelope `1 - (1 - x^(2^k))^(2^m)`. -/
def lower (k m : ℕ) (x : ℝ) : ℝ := 1 - (1 - x ^ 2 ^ k) ^ 2 ^ m

/-- The upper envelope `(1 - (1 - x)^(2^m))^(2^k)`. -/
def upper (k m : ℕ) (x : ℝ) : ℝ := (1 - (1 - x) ^ 2 ^ m) ^ 2 ^ k

/-- Each step keeps an occupation in the interval `[0, 1]`. -/
theorem step_mem (a : Step) {x : ℝ} (hx : x ∈ Set.Icc (0 : ℝ) 1) :
    a.apply x ∈ Set.Icc (0 : ℝ) 1 := by
  obtain ⟨h0, h1⟩ := hx
  have h : 0 ≤ x * (1 - x) := mul_nonneg h0 (sub_nonneg.mpr h1)
  cases a <;> constructor <;> simp only [Step.apply] <;>
    nlinarith [sq_nonneg x, sq_nonneg (1 - x)]

/-- For an occupation in `[0, 1]`, a step `2x - x²` done after `k` squarings gives no more
than the same step done before them. -/
theorem fill_after_le_fill_before (k : ℕ) {x : ℝ} (hx : x ∈ Set.Icc (0 : ℝ) 1) :
    2 * x ^ 2 ^ k - (x ^ 2 ^ k) ^ 2 ≤ (2 * x - x ^ 2) ^ 2 ^ k := by
  induction k with
  | zero => simp
  | succ k ih =>
    have e : ∀ z : ℝ, z ^ 2 ^ (k + 1) = (z ^ 2 ^ k) ^ 2 := fun z => by
      rw [pow_succ (2 : ℕ) k, pow_mul]
    have y0 : 0 ≤ x ^ 2 ^ k := pow_nonneg hx.1 _
    have y1 : x ^ 2 ^ k ≤ 1 := pow_le_one₀ hx.1 hx.2
    rw [e x, e (2 * x - x ^ 2)]
    generalize x ^ 2 ^ k = y at ih y0 y1 ⊢
    have hy : 0 ≤ 2 * y - y ^ 2 := by nlinarith [mul_nonneg y0 (sub_nonneg.mpr y1)]
    -- exchange one squaring with the fill step, then use monotonicity of squaring
    calc 2 * y ^ 2 - (y ^ 2) ^ 2 ≤ (2 * y - y ^ 2) ^ 2 := by
          nlinarith [sq_nonneg (y - y ^ 2)]
      _ ≤ _ := pow_le_pow_left₀ hy ih 2

/-- Any schedule maps an occupation in `[0, 1]` to at least the lower envelope for its
numbers of squaring and `2x - x²` steps. -/
theorem lower_le_run (w : List Step) {x : ℝ} (hx : x ∈ Set.Icc (0 : ℝ) 1) :
    lower (w.count square) (w.count fill) x ≤ run w x := by
  induction w generalizing x with
  | nil => simp [lower, run]
  | cons a w ih =>
    have hmem := step_mem a hx
    refine le_trans ?_ (ih hmem)
    cases a with
    | square =>
      have c1 : (square :: w).count square = w.count square + 1 := by simp
      have c2 : (square :: w).count fill = w.count fill := by simp
      rw [c1, c2]
      generalize w.count square = k
      have e : (x ^ 2) ^ 2 ^ k = x ^ 2 ^ (k + 1) := by
        rw [← pow_mul, pow_succ' (2 : ℕ) k]
      simp only [lower, Step.apply, e, le_refl]
    | fill =>
      have c1 : (fill :: w).count square = w.count square := by simp
      have c2 : (fill :: w).count fill = w.count fill + 1 := by simp
      rw [c1, c2]
      generalize w.count square = k
      generalize w.count fill = m
      simp only [lower, Step.apply] at hmem ⊢
      -- move the leading fill step behind the squarings
      have hswap := fill_after_le_fill_before k hx
      have z1 : (2 * x - x ^ 2) ^ 2 ^ k ≤ 1 := pow_le_one₀ hmem.1 hmem.2
      have hle : 1 - (2 * x - x ^ 2) ^ 2 ^ k ≤ (1 - x ^ 2 ^ k) ^ 2 := by nlinarith
      have e : (1 - x ^ 2 ^ k) ^ 2 ^ (m + 1) = ((1 - x ^ 2 ^ k) ^ 2) ^ 2 ^ m := by
        rw [← pow_mul, pow_succ' (2 : ℕ) m]
      have hp := pow_le_pow_left₀ (sub_nonneg.mpr z1) hle (2 ^ m)
      rw [e]
      linarith

/-- Particle-hole symmetry: the schedule with the two steps exchanged, run on `1 - x`,
gives one minus the result of the original schedule on `x`. -/
theorem run_dual (w : List Step) (x : ℝ) :
    run (w.map Step.dual) (1 - x) = 1 - run w x := by
  induction w generalizing x with
  | nil => simp [run]
  | cons a w ih =>
    have h : a.dual.apply (1 - x) = 1 - a.apply x := by
      cases a <;> simp only [Step.dual, Step.apply] <;> ring
    simp only [List.map_cons, run, h, ih]

/-- Any schedule maps an occupation in `[0, 1]` to at most the upper envelope for its
numbers of squaring and `2x - x²` steps. -/
theorem run_le_upper (w : List Step) {x : ℝ} (hx : x ∈ Set.Icc (0 : ℝ) 1) :
    run w x ≤ upper (w.count square) (w.count fill) x := by
  have hc : (w.map Step.dual).count square = w.count fill ∧
      (w.map Step.dual).count fill = w.count square := by
    induction w with
    | nil => simp
    | cons a w ih => cases a <;> simp [Step.dual, ih.1, ih.2]
  -- the lower bound for the holes
  have h := lower_le_run (w.map Step.dual) (x := 1 - x)
    ⟨by linarith [hx.2], by linarith [hx.1]⟩
  rw [run_dual, hc.1, hc.2] at h
  simp only [lower, upper] at h ⊢
  linarith

/-- Block schedules: `k` squarings followed by `m` steps `2x - x²` give the lower envelope,
and the opposite order of the blocks gives the upper envelope. -/
theorem run_blocks (k m : ℕ) (x : ℝ) :
    run (List.replicate k square ++ List.replicate m fill) x = lower k m x ∧
    run (List.replicate m fill ++ List.replicate k square) x = upper k m x := by
  have happ : ∀ (u v : List Step) (y : ℝ), run (u ++ v) y = run v (run u y) := by
    intro u v
    induction u with
    | nil => intro y; rfl
    | cons a u ih => intro y; exact ih (a.apply y)
  have hs : ∀ (n : ℕ) (y : ℝ), run (List.replicate n square) y = y ^ 2 ^ n := by
    intro n
    induction n with
    | zero => intro y; simp [run]
    | succ n ih =>
      intro y
      rw [List.replicate_succ, pow_succ' (2 : ℕ) n, pow_mul]
      exact ih (y ^ 2)
  have hf : ∀ (n : ℕ) (y : ℝ), run (List.replicate n fill) y = 1 - (1 - y) ^ 2 ^ n := by
    intro n
    induction n with
    | zero => intro y; simp [run]
    | succ n ih =>
      intro y
      have e : (1 - y) ^ 2 = 1 - (2 * y - y ^ 2) := by ring
      rw [List.replicate_succ, pow_succ' (2 : ℕ) n, pow_mul, e]
      exact ih (2 * y - y ^ 2)
  constructor
  · rw [happ, hs, hf, lower]
  · rw [happ, hf, hs, upper]

/-- Among all schedules with `k` squarings and `m` steps `2x - x²`, the least value reached
from an occupation in `[0, 1]` is the lower envelope and the greatest is the upper envelope. -/
theorem schedule_extrema (k m : ℕ) {x : ℝ} (hx : x ∈ Set.Icc (0 : ℝ) 1) :
    IsLeast {y | ∃ w : List Step, w.count square = k ∧ w.count fill = m ∧ run w x = y}
      (lower k m x) ∧
    IsGreatest {y | ∃ w : List Step, w.count square = k ∧ w.count fill = m ∧ run w x = y}
      (upper k m x) := by
  refine ⟨⟨⟨_, ?_, ?_, (run_blocks k m x).1⟩, ?_⟩, ⟨⟨_, ?_, ?_, (run_blocks k m x).2⟩, ?_⟩⟩
  · simp [List.count_append, List.count_replicate]
  · simp [List.count_append, List.count_replicate]
  · rintro y ⟨w, rfl, rfl, rfl⟩
    exact lower_le_run w hx
  · simp [List.count_append, List.count_replicate]
  · simp [List.count_append, List.count_replicate]
  · rintro y ⟨w, rfl, rfl, rfl⟩
    exact run_le_upper w hx

/-- If `A v = x v`, then the purified matrix acts on `v` as the schedule applied to the
number `x`. -/
theorem run_mulVec {n : Type*} [Fintype n] [DecidableEq n] (w : List Step)
    {A : Matrix n n ℝ} {v : n → ℝ} {x : ℝ} (h : A *ᵥ v = x • v) :
    run w A *ᵥ v = run w x • v := by
  induction w generalizing A x with
  | nil => exact h
  | cons a w ih =>
    have h2 : (A ^ 2) *ᵥ v = x ^ 2 • v := by
      rw [pow_two A, ← Matrix.mulVec_mulVec, h, Matrix.mulVec_smul, h, smul_smul, pow_two x]
    have ha : a.apply A *ᵥ v = a.apply x • v := by
      cases a with
      | square => exact h2
      | fill =>
        simp only [Step.apply]
        rw [Matrix.sub_mulVec, two_mul A, Matrix.add_mulVec, h, h2]
        module
    exact ih ha

/-- If `A v = x v` with `x` in `[0, 1]`, the unnormalised form `v ⬝ᵥ (run w A *ᵥ v)` lies between
the two envelopes times the squared norm of `v`. -/
theorem expectation_bounds {n : Type*} [Fintype n] [DecidableEq n] (w : List Step)
    {A : Matrix n n ℝ} {v : n → ℝ} {x : ℝ} (h : A *ᵥ v = x • v)
    (hx : x ∈ Set.Icc (0 : ℝ) 1) :
    lower (w.count square) (w.count fill) x * (v ⬝ᵥ v) ≤ v ⬝ᵥ (run w A *ᵥ v) ∧
    v ⬝ᵥ (run w A *ᵥ v) ≤ upper (w.count square) (w.count fill) x * (v ⬝ᵥ v) := by
  have hv : 0 ≤ v ⬝ᵥ v := Finset.sum_nonneg fun i _ => mul_self_nonneg (v i)
  rw [run_mulVec w h, dotProduct_smul, smul_eq_mul]
  exact ⟨mul_le_mul_of_nonneg_right (lower_le_run w hx) hv,
    mul_le_mul_of_nonneg_right (run_le_upper w hx) hv⟩

/-- A two-level matrix with the eigenvector `(1, 1)` and the eigenvalue `3/4` in `[0, 1]`. -/
theorem expectation_bounds_witness :
    (!![1 / 2, 1 / 4; 1 / 4, 1 / 2] : Matrix (Fin 2) (Fin 2) ℝ) *ᵥ ![1, 1]
      = (3 / 4 : ℝ) • ![1, 1] ∧ (3 / 4 : ℝ) ∈ Set.Icc (0 : ℝ) 1 := by
  refine ⟨?_, by norm_num, by norm_num⟩
  ext i
  fin_cases i <;> norm_num [Matrix.mulVec, dotProduct, Fin.sum_univ_succ]

end SP2ScheduleBounds
```

```lean
#print axioms SP2ScheduleBounds.schedule_extrema
#print axioms SP2ScheduleBounds.expectation_bounds
```

```
'SP2ScheduleBounds.schedule_extrema' depends on axioms: [propext, Classical.choice, Quot.sound]
'SP2ScheduleBounds.expectation_bounds' depends on axioms: [propext, Classical.choice, Quot.sound]
```

### What the theorems say

`Step` has the constructors `square` and `fill`, and `Step.apply` interprets them in any ring, so one definition serves for numbers and for matrices. In a matrix ring, `X ^ 2` is the matrix product and the `2` in `2 * X` is twice the identity. A schedule is a `List Step`, and `run w` is F_w with the head of the list applied first. The list `List.replicate k square ++ List.replicate m fill` therefore squares first, although in composition notation the squarings would stand on the right. In `lower` and `upper`, the expression `x ^ 2 ^ k` associates to the right and means x^(2^k).

The main result is `schedule_extrema`. For natural numbers k and m and `x ∈ Set.Icc (0 : ℝ) 1`, the closed interval, it takes the set of values `run w x` over all lists with `w.count square = k` and `w.count fill = m`. `IsLeast` says that `lower k m x` belongs to this set and lies below all its members, and `IsGreatest` says the mirror statement for `upper k m x`. The theorem itself says that some schedule attains each bound, and `run_blocks` identifies the block schedules as ones that do. Its equalities hold for every real x, although L and U are proved to be bounds only for x in [0, 1]. Uniqueness is not claimed: at x = 0 and x = 1 all schedules agree. When k = 0 or m = 0 there is one schedule and the envelopes coincide, and for k = m = 0 both equal x.

The condition on x is assumed, not derived. It stands for an occupation compatible with the Pauli principle, or in a calculation for an initial scaling that has placed the level inside the unit interval.

`expectation_bounds` is the matrix form. The index type `n` is finite, the entries are real, `A *ᵥ v = x • v` is the eigenvalue equation, and `v ⬝ᵥ v` is the squared norm. The vector is not normalised, so the expectation value in the usual sense is obtained for v ≠ 0 by dividing by v·v, and it lies between L and U. For v = 0 all three quantities vanish. Symmetry of A is not required, and the other eigenvalues of A are unconstrained.

`expectation_bounds_witness` gives a concrete case: the matrix with diagonal entries 1/2 and off-diagonal entries 1/4 has the eigenvector (1, 1) with eigenvalue 3/4. Here v·v = 2 and the unit vector is (1, 1)/√2. With k = m = 1 the normalised bounds are L = 207/256 and U = 225/256, and the unnormalised ones are twice these.

Nothing is stated about convergence to a projector, the trace of the result, complex Hermitian matrices, non-orthogonal bases, or rounding and truncation. In electronic-structure terms, the result brackets the occupation of one eigenstate after the schedule from its initial value x and the step counts, without knowledge of the order of the steps, for a fixed finite real one-particle matrix in exact arithmetic.

### How the proof follows the derivation

`step_mem` splits on the step and on the two inequalities and gives `nlinarith` the product x(1 − x) ≥ 0 in the context, with the squares of x and 1 − x as hints.

`fill_after_le_fill_before` is the key inequality. The rewrite `e` turns the exponent 2^(k+1) into a square, and `generalize x ^ 2 ^ k = y` introduces y. The first `calc` line is the exchange identity, supplied through `sq_nonneg (y - y ^ 2)`, and the second is `pow_le_pow_left₀ hy ih 2`, the squaring of 0 ≤ f(y) ≤ f(x)^(2^k).

In `lower_le_run`, `induction w generalizing x` is what allows the hypothesis to be used at the point a(x), and `le_trans ?_ (ih hmem)` reduces the goal to a comparison of two envelopes. The squaring branch closes by an exponent identity. In the fill branch `z1` is z ≤ 1, `hle` is 1 − z ≤ (1 − y)², and `hp` raises it to the power 2^m.

`run_dual` checks a*(1 − x) = 1 − a(x) by `ring` and carries it along the list. `run_le_upper` shows in `hc` that `Step.dual` swaps the counts, applies `lower_le_run` at 1 − x and rearranges. In `run_blocks`, `happ` says that running a concatenation runs its parts in turn, while `hs` and `hf` are the closed forms of a pure block. `schedule_extrema` supplies the block schedules for membership and the two inequalities for the bounds. `run_mulVec` proves `h2`, the relation A² v = x² v, treats both steps in `ha`, and passes to the tail with the new matrix and eigenvalue. `expectation_bounds` multiplies the scalar bounds by v·v ≥ 0.

### The steps inside an SP2 loop

In an orthogonal basis, a code starts from the Hamiltonian matrix H and numbers ε_min < ε_max that enclose its spectrum, and forms, with I the identity,

    X₀ = (ε_max I − H) / (ε_max − ε_min).

The eigenvalues of X₀ lie in [0, 1], with the lowest orbital energies nearest to 1. Each iteration computes one product X² and keeps either X² or 2X − X². A common rule keeps X² when the trace of X exceeds the number of occupied orbitals and 2X − X² otherwise. The choice depends on the whole spectrum, but once the loop has ended it is a fixed list, and in exact arithmetic the bounds apply to each eigenvalue of X₀ with the recorded counts. Linear-scaling codes discard small matrix elements after each product, and the eigenvector relation used above then in general no longer holds exactly.

### Two ways to misapply the bounds

The eigenvalue equation cannot be replaced by an expectation value. For the witness matrix and the unit vector u = (1, 0) one has u·A u = 1/2. With k = 1 and m = 0 both envelopes at 1/2 equal 1/4, whereas u·A² u = 1/4 + 1/16 = 5/16.

The exchange identity for a single pair holds for every real y, which can suggest that the interval is irrelevant. The later steps need order-preserving powers, and these need non-negative bases. At x = −1 the schedule fill, square, fill passes through −3 and 9 and ends at −63, while L(1, 2, −1) = 1. The numerical values quoted in this section and the envelope values for the witness, like the description of the SP2 loop, are ordinary arithmetic and background that the file does not state as theorems.
